# Quadratic and exponential bounds on Chebyshev growth at an exciton level above the assumed band

The exciton Hamiltonian is modelled here as a linear map \(H\) on a complex normed space \(V\), and the error in the bandwidth is condensed into one number \(s\ge 0\). An iterative calculation assumes a band centre \(b\) and a half-width \(a>0\), and works with the rescaled operator

\[
A=\frac{H-b}{a},
\]

which sends the assumed band \([b-a,\,b+a]\) to \([-1,1]\). If the half-width was underestimated, levels can lie outside this band; we consider one at or above the upper edge. We write its energy as \(E=b+a(1+s)\), so that \(s\) is the overshoot in units of \(a\), and the rescaled eigenvalue is \(1+s\).

Neither Hermiticity nor finite dimension is required. What enters is a vector \(v\) with \(Hv=Ev\) and \(E\) real, so the model admits both a Hermitian Tamm–Dancoff matrix and the full Bethe–Salpeter matrix at a real eigenvalue.

## How fast the polynomial grows beyond 1

The Chebyshev polynomials of the first kind satisfy \(T_0(x)=1\), \(T_1(x)=x\) and \(T_{n+2}(x)=2xT_{n+1}(x)-T_n(x)\). The claim is that, for \(s\ge0\) and every \(n\ge0\),

\[
1+n^2s\;\le\;T_n(1+s)\;\le\;e^{n\sqrt{2s}} .
\]

In the derivation \(T_n\) stands for \(T_n(1+s)\).

**Lower bound.** Subtracting \(T_{n+1}\) from the recursion gives

\[
T_{n+2}-T_{n+1}=(T_{n+1}-T_n)+2s\,T_{n+1}.
\]

We show by induction that \(T_n\ge 1+n^2s\) and \(T_{n+1}-T_n\ge(2n+1)s\). At \(n=0\) both are equalities. If both hold at \(n\), adding them gives \(T_{n+1}\ge1+(n+1)^2s\ge1\). The identity above then yields \(T_{n+2}-T_{n+1}\ge(2n+1)s+2s=(2n+3)s\), which completes the step.

**Closed form.** Let \(r=\sqrt{s(2+s)}\), \(z=1+s+r\) and \(w=1+s-r\). Since \(r^2=(1+s)^2-1\), we have \(z+w=2(1+s)\) and \(zw=1\), so both numbers solve \(y^2=2(1+s)y-1\). The sequence \(z^n+w^n\) therefore obeys the Chebyshev recursion. It starts with \(2\) and \(2(1+s)\), as \(2T_n\) does, and so

\[
2T_n=z^n+w^n .
\]

**Upper bound.** From \(r^2\le(1+s)^2\) we get \(0\le w\le z\), hence \(T_n\le z^n\). It remains to bound \(z\). Put \(t=\sqrt{2s}\), so that \(s=t^2/2\) and

\[
r^2=t^2+\frac{t^4}{4}\;\le\;t^2+\frac{t^4}{4}+\frac{t^6}{64}=\Bigl(t+\frac{t^3}{8}\Bigr)^2 .
\]

Consequently

\[
z\le1+t+\frac{t^2}{2}+\frac{t^3}{8}\le1+t+\frac{t^2}{2}+\frac{t^3}{6}\le e^t,
\]

and raising this to the power \(n\) gives \(T_n\le e^{nt}\).

**Exponential growth.** Since \(s(2+s)\ge2s\), we have \(r\ge t\) and \(z\ge1+t\). With \(w^n\ge0\) the closed form gives \(T_n\ge\tfrac12(1+\sqrt{2s})^n\). For any fixed \(s>0\) the growth in \(n\) is thus exponential, however small the overshoot.

**A tolerance.** Call the overshoot harmless at order \(n\) if \(T_n\le1+\varepsilon\) for a chosen \(\varepsilon\ge0\). The lower bound then forces \(n^2s\le\varepsilon\), that is \(n\sqrt s\le\sqrt\varepsilon\). Conversely, if \(n\sqrt{2s}\le\log(1+\varepsilon)\), the upper bound gives \(T_n\le1+\varepsilon\). Both conditions involve \(s\) and \(n\) only through \(n\sqrt s\). For example, \(s=10^{-4}\) and \(n=100\) give \(n\sqrt s=1\), and \(T_{100}\) is already at least 2.

**A point far below the band.** Some restriction on negative \(s\) is needed. At \(s=-4\) and \(n=3\) the argument is \(1+s=-3\), and \(T_3(-3)=4(-27)+9=-99\), whereas \(1+n^2s=-35\). The lower bound fails there.

## From the polynomial to the iteration

The iteration produces the vectors \(v_0=v\), \(v_1=Av\), \(v_{n+2}=2Av_{n+1}-v_n\). If \(Av=xv\), then \(v_n=T_n(x)v\): this holds for \(n=0\) and \(n=1\), and if it holds for \(n\) and \(n+1\), then

\[
v_{n+2}=2T_{n+1}(x)\,Av-T_n(x)\,v=\bigl(2xT_{n+1}(x)-T_n(x)\bigr)v=T_{n+2}(x)\,v .
\]

For \(Hv=(b+a(1+s))v\) the rescaled eigenvalue is \(x=1+s\). Because \(T_n(1+s)\ge1\) is positive, \(\|v_n\|=T_n(1+s)\|v\|\), and the scalar bounds become

\[
(1+n^2s)\|v\|\le\|v_n\|\le e^{n\sqrt{2s}}\|v\| .
\]

For Chebyshev calculations of exciton spectra this says how an eigenvector just above the assumed band is amplified, for a single eigenvector and without rounding errors.

## The polynomial, the rescaled operator and the vectors in Lean

```lean
import Mathlib

open Polynomial

namespace ChebyshevBandwidth

noncomputable section
```

Mathlib indexes its Chebyshev polynomials by integers. The function `chebT` restricts the index to natural numbers and evaluates the polynomial at a real point, so \(T_n(x)\) is `chebT n x`.

```lean
/-- The value `T_n(x)` of the Chebyshev polynomial of the first kind at a real point. -/
def chebT (n : ℕ) (x : ℝ) : ℝ := (Polynomial.Chebyshev.T ℝ (n : ℤ)).eval x
```

The space `V` carries a norm and complex scalars, but no inner product. The type `V →ₗ[ℂ] V` consists of linear maps defined on all of `V`, so an unbounded Hamiltonian given only on a dense domain does not fit this type. The centre `b` and the half-width `a` are real inputs, which stand for the user's estimate of the spectrum.

```lean
variable {V : Type*} [NormedAddCommGroup V] [NormedSpace ℂ V]

/-- The rescaled Hamiltonian `(H - b) / a` for an assumed band centre `b` and an assumed
half-width `a ≠ 0`. -/
def rescale (H : V →ₗ[ℂ] V) (a b : ℝ) : V →ₗ[ℂ] V :=
  (a : ℂ)⁻¹ • (H - (b : ℂ) • LinearMap.id)
```

The vector recursion is a definition by cases on the order. Its entry `0` is the starting vector, which matches \(v_0=v\) above.

```lean
/-- The Chebyshev vectors of an iterative spectral method:
`v₀ = v`, `v₁ = A v`, `v_{n+2} = 2 A v_{n+1} - v_n`. -/
def chebVec (A : V →ₗ[ℂ] V) (v : V) : ℕ → V
  | 0 => v
  | 1 => A v
  | n + 2 => (2 : ℂ) • A (chebVec A v (n + 1)) - chebVec A v n
```

## The recursion and the quadratic lower bound

The first two values and the three-term recursion are the only properties of the polynomials that the later proofs use. The recursion comes from Mathlib's `T_add_two`, evaluated at \(x\).

```lean
lemma chebT_zero (x : ℝ) : chebT 0 x = 1 := by simp [chebT]

lemma chebT_one (x : ℝ) : chebT 1 x = x := by simp [chebT]

/-- The three-term recursion `T_{n+2}(x) = 2 x T_{n+1}(x) - T_n(x)`. -/
theorem chebT_step (n : ℕ) (x : ℝ) :
    chebT (n + 2) x = 2 * x * chebT (n + 1) x - chebT n x := by
  unfold chebT
  push_cast
  rw [Polynomial.Chebyshev.T_add_two]
  simp
```

The theorem `quadratic_growth` is the lower bound. Its auxiliary statement `key` carries the two inequalities of the induction together, one for the value and one for the increment. In the inductive step `h3` is their sum, and `h4` records \(T_{n+1}\ge1\). The closing `nlinarith` receives the product \(s\,(T_{n+1}-1)\ge0\), which is what turns \(2sT_{n+1}\) into at least \(2s\).

```lean
/-- For `s ≥ 0`, the value `T_n(1+s)` is at least `1 + n² s`. -/
theorem quadratic_growth {s : ℝ} (hs : 0 ≤ s) (n : ℕ) :
    1 + (n : ℝ) ^ 2 * s ≤ chebT n (1 + s) := by
  -- the increments of the sequence are at least (2n+1)s
  have key : ∀ n : ℕ, 1 + (n : ℝ) ^ 2 * s ≤ chebT n (1 + s) ∧
      (2 * (n : ℝ) + 1) * s ≤ chebT (n + 1) (1 + s) - chebT n (1 + s) := by
    intro n
    induction n with
    | zero => simp [chebT_zero, chebT_one]
    | succ n ih =>
      obtain ⟨h1, h2⟩ := ih
      have h3 : 1 + ((n : ℝ) + 1) ^ 2 * s ≤ chebT (n + 1) (1 + s) := by nlinarith
      have h4 : 1 ≤ chebT (n + 1) (1 + s) := by
        have : 0 ≤ ((n : ℝ) + 1) ^ 2 * s := by positivity
        linarith
      refine ⟨by push_cast; exact h3, ?_⟩
      have h5 := chebT_step n (1 + s)
      change _ ≤ chebT (n + 2) (1 + s) - chebT (n + 1) (1 + s)
      rw [h5]
      push_cast
      nlinarith [mul_nonneg hs (sub_nonneg.2 h4)]
  exact (key n).1
```

## The two roots and the exponential bounds

In `closed_form` the square root is replaced by a letter `r` about which only \(r^2=s(2+s)\) is known. The induction again carries two consecutive orders, since the recursion reaches back two steps. The `linear_combination` line combines the recursion, the two induction hypotheses and the equation for \(r^2\); the last of these is what makes \(z\) and \(w\) solutions of the quadratic equation.

```lean
/-- For `s ≥ 0`, `2 T_n(1+s)` is the sum of the `n`-th powers of `1 + s + √(s(2+s))` and
`1 + s - √(s(2+s))`. -/
theorem closed_form {s : ℝ} (hs : 0 ≤ s) (n : ℕ) :
    2 * chebT n (1 + s) =
      (1 + s + √(s * (2 + s))) ^ n + (1 + s - √(s * (2 + s))) ^ n := by
  have hr : √(s * (2 + s)) ^ 2 = s * (2 + s) := Real.sq_sqrt (by positivity)
  generalize √(s * (2 + s)) = r at hr ⊢
  have key : ∀ n : ℕ, 2 * chebT n (1 + s) = (1 + s + r) ^ n + (1 + s - r) ^ n ∧
      2 * chebT (n + 1) (1 + s) = (1 + s + r) ^ (n + 1) + (1 + s - r) ^ (n + 1) := by
    intro n
    induction n with
    | zero =>
      constructor
      · rw [chebT_zero]; norm_num
      · rw [zero_add, chebT_one]; ring
    | succ n ih =>
      obtain ⟨h1, h2⟩ := ih
      refine ⟨h2, ?_⟩
      have h := chebT_step n (1 + s)
      change 2 * chebT (n + 2) (1 + s) = (1 + s + r) ^ (n + 2) + (1 + s - r) ^ (n + 2)
      -- both bases solve z² = 2(1+s)z - 1
      linear_combination 2 * h + 2 * (1 + s) * h2 - h1 -
        ((1 + s + r) ^ n + (1 + s - r) ^ n) * hr
  exact (key n).1
```

The next lemma is \(r\le1+s\), which makes the smaller root \(w\) nonnegative.

```lean
lemma root_le {s : ℝ} (hs : 0 ≤ s) : √(s * (2 + s)) ≤ 1 + s :=
  Real.sqrt_le_iff.2 ⟨by linarith, by nlinarith⟩
```

The main scalar theorem, `chebyshev_bounds`, reads: for real \(s\ge0\) and every natural number \(n\), \(T_n(1+s)\) lies between \(1+n^2s\) and \(e^{n\sqrt{2s}}\). At \(n=0\) all three quantities equal 1. The first half is `quadratic_growth`. For the second, `hz` is the inequality \(z\le e^{\sqrt{2s}}\): inside it, `h1` is \(r\le t+t^3/8\), and `h2` compares the first four terms of the exponential series with \(e^t\). Then `hp` gives \(w^n\le z^n\), `hq` gives \(z^n\le(e^{\sqrt{2s}})^n\), and the closed form joins them.

```lean
/-- For `s ≥ 0`, the Chebyshev polynomial at `1 + s` obeys
`1 + n² s ≤ T_n(1+s) ≤ exp(n √(2s))` for every `n`. -/
theorem chebyshev_bounds {s : ℝ} (hs : 0 ≤ s) (n : ℕ) :
    1 + (n : ℝ) ^ 2 * s ≤ chebT n (1 + s) ∧
      chebT n (1 + s) ≤ Real.exp (n * √(2 * s)) := by
  refine ⟨quadratic_growth hs n, ?_⟩
  have hr := root_le hs
  have hr0 := Real.sqrt_nonneg (s * (2 + s))
  have ht := Real.sqrt_nonneg (2 * s)
  have ht2 : √(2 * s) ^ 2 = 2 * s := Real.sq_sqrt (by positivity)
  -- the larger base is at most exp √(2s), by the exponential series to third order
  have hz : 1 + s + √(s * (2 + s)) ≤ Real.exp √(2 * s) := by
    generalize √(2 * s) = t at ht ht2 ⊢
    have hst : s = t ^ 2 / 2 := by linarith
    have h1 : √(s * (2 + s)) ≤ t + t ^ 3 / 8 := by
      refine Real.sqrt_le_iff.2 ⟨by positivity, ?_⟩
      rw [hst]
      have h6 : 0 ≤ t ^ 6 := by positivity
      linarith [show (t + t ^ 3 / 8) ^ 2 =
        t ^ 2 / 2 * (2 + t ^ 2 / 2) + t ^ 6 / 64 by ring]
    have h2 := Real.sum_le_exp_of_nonneg ht 4
    norm_num [Finset.sum_range_succ, Nat.factorial] at h2
    have h3 : 0 ≤ t ^ 3 := by positivity
    linarith
  have hp : (1 + s - √(s * (2 + s))) ^ n ≤ (1 + s + √(s * (2 + s))) ^ n :=
    pow_le_pow_left₀ (by linarith) (by linarith) n
  have hq : (1 + s + √(s * (2 + s))) ^ n ≤ Real.exp √(2 * s) ^ n :=
    pow_le_pow_left₀ (by linarith) hz n
  rw [Real.exp_nat_mul]
  linarith [closed_form hs n]
```

The exponential lower bound follows from the same closed form. Here `h1` is \(t\le r\), `h2` raises \(1+t\le z\) to the power \(n\), and `h3` discards the nonnegative term \(w^n\).

```lean
/-- For `s ≥ 0`, `T_n(1+s)` is at least half of `(1 + √(2s))^n`. -/
theorem exponential_growth {s : ℝ} (hs : 0 ≤ s) (n : ℕ) :
    (1 + √(2 * s)) ^ n / 2 ≤ chebT n (1 + s) := by
  have hr := root_le hs
  have h1 : √(2 * s) ≤ √(s * (2 + s)) := Real.sqrt_le_sqrt (by nlinarith)
  have h2 : (1 + √(2 * s)) ^ n ≤ (1 + s + √(s * (2 + s))) ^ n :=
    pow_le_pow_left₀ (by positivity) (by linarith) n
  have h3 : 0 ≤ (1 + s - √(s * (2 + s))) ^ n := pow_nonneg (by linarith) n
  linarith [closed_form hs n]
```

## A tolerance on the amplification

The theorem `harmless_window` consists of two implications, one necessary condition and one sufficient condition for \(T_n(1+s)\le1+\varepsilon\). For \(\varepsilon>0\) they do not coincide: when \(n\sqrt s\) satisfies the first condition but not the second, the theorem leaves the question open. For small \(\varepsilon\) this gap is wide, since the first condition allows \(n\sqrt s\) up to \(\sqrt\varepsilon\) and the second only up to about \(\varepsilon/\sqrt2\). The first implication squares \(n\sqrt s\) and compares it with \(\varepsilon\); the second exponentiates the hypothesis and applies the upper bound.

```lean
/-- For `s ≥ 0` and a tolerance `ε ≥ 0`, `T_n(1+s) ≤ 1 + ε` requires `n √s ≤ √ε`, and
`n √(2s) ≤ log(1+ε)` is enough to ensure it. -/
theorem harmless_window {s ε : ℝ} (hs : 0 ≤ s) (hε : 0 ≤ ε) (n : ℕ) :
    (chebT n (1 + s) ≤ 1 + ε → n * √s ≤ √ε) ∧
      (n * √(2 * s) ≤ Real.log (1 + ε) → chebT n (1 + s) ≤ 1 + ε) := by
  obtain ⟨hl, hu⟩ := chebyshev_bounds hs n
  constructor
  · intro h
    refine (le_abs_self _).trans (Real.abs_le_sqrt ?_)
    rw [mul_pow, Real.sq_sqrt hs]
    linarith
  · intro h
    have h1 := Real.exp_le_exp.2 h
    rw [Real.exp_log (by linarith)] at h1
    exact hu.trans h1
```

## The norm of the Chebyshev vectors

The theorem `chebVec_eigenvector` holds for any linear map `A` and any real eigenvalue `x`, inside or outside \([-1,1]\). Its induction is the one given above: `map_smul` moves the scalar \(T_{n+1}(x)\) through `A`, the hypothesis `h` replaces `A v`, and `module` collects the coefficients of \(v\).

```lean
/-- On an eigenvector with real eigenvalue `x`, the `n`-th Chebyshev vector is
`T_n(x)` times the eigenvector. -/
theorem chebVec_eigenvector (A : V →ₗ[ℂ] V) (v : V) (x : ℝ)
    (h : A v = (x : ℂ) • v) (n : ℕ) :
    chebVec A v n = (chebT n x : ℂ) • v := by
  have key : ∀ n : ℕ, chebVec A v n = (chebT n x : ℂ) • v ∧
      chebVec A v (n + 1) = (chebT (n + 1) x : ℂ) • v := by
    intro n
    induction n with
    | zero => simp [chebVec, chebT_zero, chebT_one, h]
    | succ n ih =>
      obtain ⟨h1, h2⟩ := ih
      refine ⟨h2, ?_⟩
      change (2 : ℂ) • A (chebVec A v (n + 1)) - chebVec A v n =
        (chebT (n + 2) x : ℂ) • v
      rw [h2, h1, map_smul, h, chebT_step]
      push_cast
      module
  exact (key n).1
```

The last theorem, `bandwidth_underestimate`, returns to the Hamiltonian. The hypothesis `hv` is the eigenvalue equation \(Hv=(b+a(1+s))v\), with the real energy regarded as a complex scalar. The vector need not be normalised; for \(\|v\|=1\) the two bounds are \(1+n^2s\) and \(e^{n\sqrt{2s}}\) themselves. The case \(v=0\) is allowed and trivial.

In the proof, `hA` carries out the rescaling and finds the eigenvalue \(1+s\). The eigenvector theorem then replaces the Chebyshev vector by \(T_n(1+s)v\), the positivity `h0` removes the absolute value from the norm, and multiplying the scalar bounds by \(\|v\|\) finishes the argument.

```lean
/-- If `H` has an eigenvector `v` of energy `b + a(1+s)`, with `s ≥ 0` and assumed half-width
`a > 0`, the norm of the `n`-th Chebyshev vector built from the rescaled operator `(H - b) / a` and
the starting vector `v` lies between `(1 + n² s)‖v‖` and `exp(n √(2s))‖v‖`. -/
theorem bandwidth_underestimate (H : V →ₗ[ℂ] V) (v : V) {a b s : ℝ}
    (ha : 0 < a) (hs : 0 ≤ s)
    (hv : H v = ((b + a * (1 + s) : ℝ) : ℂ) • v) (n : ℕ) :
    (1 + (n : ℝ) ^ 2 * s) * ‖v‖ ≤ ‖chebVec (rescale H a b) v n‖ ∧
      ‖chebVec (rescale H a b) v n‖ ≤ Real.exp (n * √(2 * s)) * ‖v‖ := by
  -- rescaling moves the eigenvalue to 1 + s
  have hA : rescale H a b v = ((1 + s : ℝ) : ℂ) • v := by
    have hac : (a : ℂ)⁻¹ * a = 1 := inv_mul_cancel₀ (by exact_mod_cast ha.ne')
    simp only [rescale, LinearMap.smul_apply, LinearMap.sub_apply, LinearMap.id_apply, hv]
    rw [← sub_smul, smul_smul]
    congr 1
    push_cast
    linear_combination (1 + (s : ℂ)) * hac
  obtain ⟨hl, hu⟩ := chebyshev_bounds hs n
  have h0 : 0 ≤ chebT n (1 + s) := le_trans (by positivity) hl
  rw [chebVec_eigenvector _ v _ hA n, norm_smul, Complex.norm_real, Real.norm_of_nonneg h0]
  exact ⟨mul_le_mul_of_nonneg_right hl (norm_nonneg v),
    mul_le_mul_of_nonneg_right hu (norm_nonneg v)⟩

end

end ChebyshevBandwidth
```

The theorem takes the position of the level as given and does not estimate \(s\) from \(H\). It concerns a starting vector that is itself the eigenvector. A general starting vector may be a superposition of many exciton eigenvectors, and although the linear recursion multiplies each eigencomponent by its own \(T_n\), the norm of their sum also depends on how the components overlap. Levels below the lower edge of the assumed band, and the effect of the amplification on a computed absorption spectrum, would need statements of their own.

```lean
#print axioms ChebyshevBandwidth.chebyshev_bounds
#print axioms ChebyshevBandwidth.exponential_growth
#print axioms ChebyshevBandwidth.harmless_window
#print axioms ChebyshevBandwidth.bandwidth_underestimate
```

```
'ChebyshevBandwidth.chebyshev_bounds' depends on axioms: [propext, Classical.choice, Quot.sound]
'ChebyshevBandwidth.exponential_growth' depends on axioms: [propext, Classical.choice, Quot.sound]
'ChebyshevBandwidth.harmless_window' depends on axioms: [propext, Classical.choice, Quot.sound]
'ChebyshevBandwidth.bandwidth_underestimate' depends on axioms: [propext, Classical.choice, Quot.sound]
```
